# The positive zeros of $j_1$ lie one in each interval $(n\pi,(n+\tfrac12)\pi)$ with $n\ge 1$, and $n$ times the distance to the right end tends to $1/\pi$

For the p-wave levels of a particle in a sphere with hard walls, I have to decide which zero of the spherical Bessel function $j_1(x)=\sin x/x^2-\cos x/x$ gets the label $n$. The obvious choice comes from large $x$, where $j_1(x)\approx-\cos x/x$, so the zeros should be near $(n+\tfrac12)\pi$. But that list starts with $\pi/2$ at $n=0$, and I see no zero there. Does the labelling slip by one somewhere? And since the energies go as the squares of the zeros, does the error of the approximation die out in the energies too?

## Labelling each zero by its interval

Let $x_n$ be the zero in $(n\pi,(n+\tfrac12)\pi)$, with $n\ge1$. Each of these intervals holds exactly one zero and there are no other positive zeros, so $x_n$ is also the $n$-th positive zero in order of size. The value $\pi/2$ is spurious, and nothing slips after it. The error in $x_n$ dies out like $1/(n\pi)$, but the error in $x_n^2$ tends to 2.

For a sphere of radius $R$ and a particle of mass $M$, the regular p-wave solution is $j_1(kr)$, with wavenumber $k$ and radial distance $r$. The wall requires $j_1(kR)=0$, so $E_n=\hbar^2x_n^2/(2MR^2)$. Using $(n+\tfrac12)\pi$ for $x_n$ therefore puts the level too high by an amount that tends to $\hbar^2/(MR^2)$, although the relative error vanishes. This holds for a single non-interacting particle and an infinitely high wall.

### One increasing function for each $n$

Write $x=t+n\pi$ with $x>0$. Since $\sin(t+n\pi)=(-1)^n\sin t$, and likewise for the cosine,
$$x^2j_1(x)=\sin x-x\cos x=(-1)^n f_n(t),\qquad f_n(t)=\sin t-(t+n\pi)\cos t .$$
So $j_1(x)=0$ exactly when $f_n(t)=0$. The derivative is
$$f_n'(t)=\cos t-\cos t+(t+n\pi)\sin t=(t+n\pi)\sin t,$$
which is positive for $0<t<\pi$. Hence $f_n$ increases strictly on $[0,\pi]$, with $f_n(0)=-n\pi$ and $f_n(\pi/2)=1$.

For $n\ge1$ the function changes sign between $0$ and $\pi/2$, so it has a zero there, and by monotonicity only one.

Every $x>0$ has the form $t+n\pi$ with an integer $n\ge0$ and $0\le t<\pi$, which settles the remaining points:

- If $n=0$, then $t>0$ and $f_0(t)>f_0(0)=0$, so there is no zero in $(0,\pi)$.
- If $n\ge1$ and $t=0$, then $f_n=-n\pi\ne0$.
- If $n\ge1$ and $t\ge\pi/2$, then $f_n(t)\ge1$.

### The distance to the right end

Let $x$ be the zero in the $n$-th interval and $\delta=(n+\tfrac12)\pi-x$, so that $0<\delta<\pi/2$ and $t=\pi/2-\delta$. The condition $f_n(t)=0$ becomes
$$\cos\delta=x\sin\delta,\qquad\text{that is}\qquad \tan\delta=\frac1x .$$
From $\delta<\tan\delta$ follows $\delta<1/x$. For a lower bound, insert the condition into $\sin^2\delta+\cos^2\delta=1$, which gives $\sin^2\delta=1/(1+x^2)$. Then $\sin2\delta<2\delta$ yields
$$\delta>\sin\delta\cos\delta=x\sin^2\delta=\frac{x}{1+x^2}.$$

Now write $\delta_n$ for the distance that belongs to $x_n$. Since $x_n>n\pi$, we have $n\delta_n<n/x_n<1/\pi$. Since $x_n\ge1$, we have $x_n/(1+x_n^2)\ge1/(x_n+1)$, and $x_n<n\pi+\pi$ then gives
$$\frac{n}{n\pi+\pi+1}<n\delta_n<\frac1\pi .$$
Both sides tend to $1/\pi$, so $n\delta_n\to1/\pi$ and $\delta_n\to0$. For the squares,
$$\big((n+\tfrac12)\pi\big)^2-x_n^2=2\pi\,n\delta_n+\pi\delta_n-\delta_n^2\;\to\;2 .$$

### The same argument in Lean

```lean
import Mathlib

open Real Set Filter
open scoped Topology

namespace SphericalBesselZeros

noncomputable section

/-- The spherical Bessel function of order one, `j₁(x) = sin x / x² - cos x / x`,
for `x ≠ 0`. -/
def j1 (x : ℝ) : ℝ := Real.sin x / x ^ 2 - Real.cos x / x

/-- The reduced function `sin t - (t + a) cos t`, where `t` is the signed displacement of the point
`x = t + a` from `a`. -/
def reduced (a t : ℝ) : ℝ := Real.sin t - (t + a) * Real.cos t

lemma reduced_zero (a : ℝ) : reduced a 0 = -a := by simp [reduced]

lemma reduced_pi_div_two (a : ℝ) : reduced a (π / 2) = 1 := by simp [reduced]

/-- For `a ≥ 0` the reduced function increases strictly on `[0, π]`. -/
theorem reduced_strictMonoOn (a : ℝ) (ha : 0 ≤ a) :
    StrictMonoOn (reduced a) (Icc 0 π) := by
  -- the derivative is `(t + a) sin t`
  have hd : ∀ t, HasDerivAt (reduced a) ((t + a) * Real.sin t) t := by
    intro t
    have h := (Real.hasDerivAt_sin t).fun_sub
      (((hasDerivAt_id' t).add_const a).fun_mul (Real.hasDerivAt_cos t))
    exact h.congr_deriv (by ring)
  apply strictMonoOn_of_deriv_pos (convex_Icc 0 π)
    (fun t _ => (hd t).continuousAt.continuousWithinAt)
  intro t ht
  rw [interior_Icc] at ht
  rw [(hd t).deriv]
  exact mul_pos (by linarith [ht.1]) (Real.sin_pos_of_mem_Ioo ht)

/-- At a positive point `t + nπ`, the function `j₁` vanishes exactly when the reduced
function with `a = nπ` vanishes at `t`. -/
theorem j1_eq_zero_iff (n : ℕ) (t : ℝ) (h : 0 < t + n * π) :
    j1 (t + n * π) = 0 ↔ reduced (n * π) t = 0 := by
  have key : ∀ x s c : ℝ, x ≠ 0 → s / x ^ 2 - c / x = (s - x * c) / x ^ 2 := by
    intro x s c hx
    rw [sub_div, pow_two, mul_div_mul_left _ _ hx]
  have e : Real.sin (t + n * π) - (t + n * π) * Real.cos (t + n * π)
      = (-1) ^ n * reduced (n * π) t := by
    rw [Real.sin_add_nat_mul_pi, Real.cos_add_nat_mul_pi]
    unfold reduced
    ring
  have hs : ((-1 : ℝ)) ^ n ≠ 0 := pow_ne_zero _ (by norm_num)
  unfold j1
  rw [key _ _ _ h.ne', e, div_eq_zero_iff, or_iff_left (pow_ne_zero 2 h.ne'),
    mul_eq_zero, or_iff_right hs]

/-- For each `n ≥ 1` there is exactly one zero of `j₁` in `(nπ, (n+1/2)π)`. -/
theorem existsUnique_zero (n : ℕ) (hn : 1 ≤ n) :
    ∃! x : ℝ, x ∈ Ioo (n * π) ((n + 1 / 2) * π) ∧ j1 x = 0 := by
  have hpi := Real.pi_pos
  have hn' : (0 : ℝ) < n := by exact_mod_cast hn
  have ha : 0 < n * π := mul_pos hn' hpi
  have hc : ContinuousOn (reduced (n * π)) (Icc 0 (π / 2)) := by
    unfold reduced
    fun_prop
  -- the reduced function changes sign between `0` and `π/2`
  obtain ⟨t, ht, ht0⟩ := intermediate_value_Ioo (by positivity) hc
    (show (0 : ℝ) ∈ Ioo (reduced (n * π) 0) (reduced (n * π) (π / 2)) by
      rw [reduced_zero, reduced_pi_div_two]
      exact ⟨by linarith, one_pos⟩)
  have h1 := ht.1
  have h2 := ht.2
  refine ⟨t + n * π, ⟨⟨by linarith, by linarith⟩,
    (j1_eq_zero_iff n t (by linarith)).2 ht0⟩, ?_⟩
  rintro y ⟨⟨hy1, hy2⟩, hy⟩
  have hy' : reduced (n * π) (y - n * π) = 0 :=
    (j1_eq_zero_iff n (y - n * π) (by linarith)).1 (by rwa [sub_add_cancel])
  have := (reduced_strictMonoOn (n * π) ha.le).injOn
    (show y - n * π ∈ Icc 0 π from ⟨by linarith, by linarith⟩)
    (show t ∈ Icc 0 π from ⟨by linarith, by linarith⟩) (hy'.trans ht0.symm)
  linarith

/-- Every positive zero of `j₁` lies in an interval `(nπ, (n+1/2)π)` with `n ≥ 1`. -/
theorem zero_mem_interval {x : ℝ} (hx : 0 < x) (h : j1 x = 0) :
    ∃ n : ℕ, 1 ≤ n ∧ x ∈ Ioo (n * π) ((n + 1 / 2) * π) := by
  have hpi := Real.pi_pos
  obtain ⟨n, h1, h2⟩ : ∃ n : ℕ, n * π ≤ x ∧ x < (n + 1) * π :=
    ⟨⌊x / π⌋₊, (le_div_iff₀ hpi).1 (Nat.floor_le (by positivity)),
      (div_lt_iff₀ hpi).1 (Nat.lt_floor_add_one _)⟩
  have hr : reduced (n * π) (x - n * π) = 0 :=
    (j1_eq_zero_iff n (x - n * π) (by linarith)).1 (by rwa [sub_add_cancel])
  have mono := reduced_strictMonoOn (n * π) (by positivity)
  have mem : x - n * π ∈ Icc 0 π := ⟨by linarith, by linarith⟩
  -- no zero in the first interval
  have hn : 1 ≤ n := by
    by_contra hc
    obtain rfl : n = 0 := by omega
    have := mono ⟨le_rfl, hpi.le⟩ mem (by simpa using hx)
    rw [hr, reduced_zero] at this
    simp at this
  have hn' : (0 : ℝ) < n := by exact_mod_cast hn
  have ha : 0 < n * π := mul_pos hn' hpi
  refine ⟨n, hn, lt_of_le_of_ne h1 ?_, ?_⟩
  · intro heq
    rw [← heq, sub_self, reduced_zero] at hr
    linarith
  · by_contra hc
    have hc' := le_of_not_gt hc
    have := mono.monotoneOn (show π / 2 ∈ Icc 0 π from ⟨by linarith, by linarith⟩)
      mem (by linarith)
    rw [hr, reduced_pi_div_two] at this
    linarith

/-- A zero `x` of `j₁` in `(nπ, (n+1/2)π)` lies below the right end of the interval by
more than `x/(1+x²)` and less than `1/x`. -/
theorem defect_bounds (n : ℕ) {x : ℝ} (hx : x ∈ Ioo (n * π) ((n + 1 / 2) * π))
    (hz : j1 x = 0) :
    x / (1 + x ^ 2) < (n + 1 / 2) * π - x ∧ (n + 1 / 2) * π - x < 1 / x := by
  obtain ⟨h1, h2⟩ := hx
  have hx0 : 0 < x := lt_of_le_of_lt (by positivity) h1
  obtain ⟨d, hd⟩ : ∃ d, d = (n + 1 / 2) * π - x := ⟨_, rfl⟩
  rw [← hd]
  have hd0 : 0 < d := by linarith
  have hd1 : d < π / 2 := by linarith
  have e : π / 2 - d + n * π = x := by rw [hd]; ring
  -- the zero condition in terms of the defect
  have hc : Real.cos d = x * Real.sin d := by
    have := (j1_eq_zero_iff n (π / 2 - d) (by rw [e]; exact hx0)).1 (by rw [e]; exact hz)
    unfold reduced at this
    rw [e, Real.sin_pi_div_two_sub, Real.cos_pi_div_two_sub] at this
    linarith
  have hs : 0 < Real.sin d := Real.sin_pos_of_pos_of_lt_pi hd0 (by linarith)
  constructor
  · have h := Real.sin_lt (show 0 < 2 * d by linarith)
    rw [Real.sin_two_mul] at h
    have hp := Real.sin_sq_add_cos_sq d
    rw [hc] at hp h
    rw [div_lt_iff₀ (by positivity)]
    calc x = Real.sin d * (x * Real.sin d) * (1 + x ^ 2) := by
          linear_combination (-x) * hp
      _ < d * (1 + x ^ 2) := mul_lt_mul_of_pos_right (by linarith) (by positivity)
  · have h := Real.lt_tan hd0 hd1
    rw [Real.tan_eq_sin_div_cos, hc, lt_div_iff₀ (mul_pos hx0 hs)] at h
    rw [lt_div_iff₀ hx0]
    exact lt_of_mul_lt_mul_right (by linarith) hs.le

/-- If `x n` is a zero of `j₁` in `(nπ, (n+1/2)π)` for every `n ≥ 1`, then
`n ((n+1/2)π - x n)` tends to `1/π`. -/
theorem tendsto_defect (x : ℕ → ℝ)
    (hx : ∀ n : ℕ, 1 ≤ n → x n ∈ Ioo (n * π) ((n + 1 / 2) * π) ∧ j1 (x n) = 0) :
    Tendsto (fun n : ℕ => n * ((n + 1 / 2) * π - x n)) atTop (𝓝 (1 / π)) := by
  have hpi := Real.pi_pos
  have hlow : Tendsto (fun n : ℕ => 1 / (π + (π + 1) / (n : ℝ))) atTop (𝓝 (1 / π)) := by
    have h := (tendsto_const_div_atTop_nhds_zero_nat (π + 1)).const_add π
    rw [add_zero] at h
    exact tendsto_const_nhds.div h hpi.ne'
  refine tendsto_of_tendsto_of_tendsto_of_le_of_le' hlow tendsto_const_nhds ?_ ?_
  · filter_upwards [eventually_ge_atTop 1] with n hn
    obtain ⟨hm, hz⟩ := hx n hn
    have hb := (defect_bounds n hm hz).1
    have hn1 : (1 : ℝ) ≤ n := by exact_mod_cast hn
    have hn0 : (n : ℝ) ≠ 0 := by linarith
    have hx1 : 1 ≤ x n := by nlinarith [hm.1, Real.pi_gt_three]
    have a1 : 1 / (x n + 1) ≤ x n / (1 + x n ^ 2) := by
      rw [div_le_div_iff₀ (by linarith) (by positivity)]
      nlinarith
    have a2 : 1 / (n * π + π + 1) ≤ 1 / (x n + 1) :=
      one_div_le_one_div_of_le (by linarith) (by linarith [hm.2])
    have a3 : π + (π + 1) / (n : ℝ) = (n * π + π + 1) / n := by
      rw [eq_div_iff hn0, add_mul, div_mul_cancel₀ _ hn0]
      ring
    rw [a3, one_div_div, div_eq_mul_one_div]
    exact mul_le_mul_of_nonneg_left (by linarith) (by linarith)
  · filter_upwards [eventually_ge_atTop 1] with n hn
    obtain ⟨hm, hz⟩ := hx n hn
    have hx0 : 0 < x n := lt_of_le_of_lt (by positivity) hm.1
    have hb := (lt_div_iff₀ hx0).1 (defect_bounds n hm hz).2
    have h := mul_le_mul_of_nonneg_left hm.1.le (sub_nonneg.2 hm.2.le)
    rw [le_div_iff₀ hpi]
    linarith

/-- The positive zeros of `j₁` are exactly the members `x n`, `n ≥ 1`, of a sequence in
which `x n` is the only zero in `(nπ, (n+1/2)π)`, and `n ((n+1/2)π - x n)` tends to
`1/π`. -/
theorem positive_zeros_j1 :
    ∃ x : ℕ → ℝ,
      (∀ n : ℕ, 1 ≤ n → ∀ r : ℝ,
        (r ∈ Ioo (n * π) ((n + 1 / 2) * π) ∧ j1 r = 0) ↔ r = x n) ∧
      (∀ r : ℝ, 0 < r → (j1 r = 0 ↔ ∃ n : ℕ, 1 ≤ n ∧ r = x n)) ∧
      Tendsto (fun n : ℕ => n * ((n + 1 / 2) * π - x n)) atTop (𝓝 (1 / π)) := by
  have hex : ∀ n : ℕ, ∃ y : ℝ, 1 ≤ n →
      (y ∈ Ioo (n * π) ((n + 1 / 2) * π) ∧ j1 y = 0) := by
    intro n
    by_cases hn : 1 ≤ n
    · obtain ⟨y, hy, _⟩ := existsUnique_zero n hn
      exact ⟨y, fun _ => hy⟩
    · exact ⟨0, fun h => absurd h hn⟩
  choose x hx using hex
  have huniq : ∀ n : ℕ, 1 ≤ n → ∀ r : ℝ,
      (r ∈ Ioo (n * π) ((n + 1 / 2) * π) ∧ j1 r = 0) ↔ r = x n := by
    intro n hn r
    constructor
    · intro hr
      exact (existsUnique_zero n hn).unique hr (hx n hn)
    · rintro rfl
      exact hx n hn
  refine ⟨x, huniq, ?_, tendsto_defect x hx⟩
  intro r hr
  constructor
  · intro h
    obtain ⟨n, hn, hm⟩ := zero_mem_interval hr h
    exact ⟨n, hn, (huniq n hn r).1 ⟨hm, h⟩⟩
  · rintro ⟨n, hn, rfl⟩
    exact (hx n hn).2

/-- If `x n` is a zero of `j₁` in `(nπ, (n+1/2)π)` for every `n ≥ 1`, then the squares
satisfy `((n+1/2)π)² - (x n)² → 2`. -/
theorem tendsto_sq_defect (x : ℕ → ℝ)
    (hx : ∀ n : ℕ, 1 ≤ n → x n ∈ Ioo (n * π) ((n + 1 / 2) * π) ∧ j1 (x n) = 0) :
    Tendsto (fun n : ℕ => ((n + 1 / 2) * π) ^ 2 - x n ^ 2) atTop (𝓝 2) := by
  have h := tendsto_defect x hx
  -- the defect itself tends to zero
  have hd : Tendsto (fun n : ℕ => (n + 1 / 2) * π - x n) atTop (𝓝 0) := by
    have h0 := h.mul (tendsto_const_div_atTop_nhds_zero_nat (1 : ℝ))
    rw [mul_zero] at h0
    refine h0.congr' ?_
    filter_upwards [eventually_ge_atTop 1] with n hn
    have hn0 : (n : ℝ) ≠ 0 := by
      have : (1 : ℝ) ≤ n := by exact_mod_cast hn
      linarith
    have hinv : (n : ℝ) * (1 / n) = 1 := mul_one_div_cancel hn0
    linear_combination ((n + 1 / 2) * π - x n) * hinv
  have H := ((h.const_mul (2 * π)).add (hd.const_mul π)).sub (hd.pow 2)
  have e : 2 * π * (1 / π) + π * 0 - 0 ^ 2 = 2 := by
    have hp : π * (1 / π) = 1 := mul_one_div_cancel Real.pi_ne_zero
    linear_combination 2 * hp
  rw [e] at H
  exact H.congr (fun n => by ring)

end

end SphericalBesselZeros
```

```lean
#print axioms SphericalBesselZeros.positive_zeros_j1
#print axioms SphericalBesselZeros.tendsto_sq_defect
```

```
'SphericalBesselZeros.positive_zeros_j1' depends on axioms: [propext, Classical.choice, Quot.sound]
'SphericalBesselZeros.tendsto_sq_defect' depends on axioms: [propext, Classical.choice, Quot.sound]
```

### What `positive_zeros_j1` says

The theorem provides a sequence `x : ℕ → ℝ` with three properties.

1. For every `n ≥ 1`, a real number `r` lies in the open interval `Ioo (n * π) ((n + 1 / 2) * π)` and satisfies `j1 r = 0` if and only if `r = x n`. This contains both existence and uniqueness.
2. A positive `r` is a zero if and only if it equals `x n` for some `n ≥ 1`.
3. The product of `n` and the distance from `x n` to the right end tends to `1 / π`. `Tendsto … atTop (𝓝 …)` is the ordinary limit $n\to\infty$.

Lean sequences start at index 0, so there is an entry `x 0`, but it carries no information: the first two properties concern only `n ≥ 1`, and one term does not affect a limit.

`tendsto_sq_defect` is the statement about squares. It takes any sequence whose members with `n ≥ 1` are zeros in the right intervals, and the first property above supplies one. "Defect" in the names means the distance $\delta$.

The function `j1` is defined by its elementary formula. That this formula is the regular solution of the radial equation for angular momentum 1, and that the wall forces it to vanish at $R$, is the physical input that links the theorem to the sphere.

### Derivative, sign change and squeeze in the code

`reduced a t` is $f_n(t)$ with `a` in place of $n\pi$. The lemmas `reduced_zero` and `reduced_pi_div_two` give its two special values. `reduced_strictMonoOn` computes the derivative with the product rule and passes its positivity inside the interval to `strictMonoOn_of_deriv_pos`.

`j1_eq_zero_iff` translates between `j1` and `reduced`: it takes a common denominator, applies the shift formulas for sine and cosine, and discards the nonzero factors $(-1)^n$ and $1/x^2$.

In `existsUnique_zero`, `intermediate_value_Ioo` finds the zero from the sign change, and injectivity on $[0,\pi]$ shows that any second zero coincides with it. `zero_mem_interval` obtains $n$ as the integer part of $x/\pi$, then excludes $n=0$, the left end and the right half by the three comparisons made above.

`defect_bounds` derives `Real.cos d = x * Real.sin d`, where `d` is $\delta$. The lower bound then comes from `Real.sin_lt` at `2 * d`, the upper one from `Real.lt_tan`. `tendsto_defect` is the squeeze, with the lower function written as $1/(\pi+(\pi+1)/n)$ so that its limit can be read off.

The main theorem uses `choose` to pick one zero for each $n\ge1$ (the entry at $n=0$ is arbitrary) and assembles the earlier results. For the squares, `tendsto_sq_defect` first gets $\delta_n\to0$ by multiplying $n\delta_n$ by $1/n$, and then combines limits as in the last formula of the derivation.

### The lowest p level in numbers

The condition $\tan\delta=1/x$ can be used directly as an iteration,
$$x\;\leftarrow\;(n+\tfrac12)\pi-\arctan\frac1x .$$
For $n=1$, starting from $3\pi/2\approx4.7124$, it gives $4.5033$, $4.4939$ and $4.4934$, and the last value is $x_1$ to four decimals. The distance to the right end is $\delta_1\approx0.2190$, between the bounds $x_1/(1+x_1^2)\approx0.2120$ and $1/x_1\approx0.2225$.

Even in this smallest case the difference of squares, $(3\pi/2)^2-x_1^2\approx2.016$, is close to its limit. The lowest p level is $E_1\approx20.19\,\hbar^2/(2MR^2)$, where the cosine approximation would give $22.21$ in the same units.
